# With gradual underflow, rounding to nearest never turns the difference of two distinct floating-point numbers into zero

Fix a precision \(p \ge 2\) and an integer \(e_{\min}\). Let \(F\) be the set of all real numbers \(m\,2^e\) with integers \(m, e\) satisfying \(|m| < 2^p\) and \(e \ge e_{\min}\). Let \(G\) be what remains of \(F\) after removing the subnormal numbers, that is, the nonzero elements of modulus below \(N = 2^{e_{\min}+p-1}\). A nearest element of a set to a real number \(d\) is a member of the set at minimal distance from \(d\), with ties allowed.

In simulation code I often test `x != y` before dividing by `x - y`. I have been told that this test guarantees a nonzero computed difference when the arithmetic has subnormal numbers, and that the guarantee is lost without them. In terms of the sets above, zero should never be a nearest element of \(F\) to \(x-y\) for distinct \(x, y \in F\), while in \(G\) this should fail for some pair. Can this be proved rigorously, with a proof that a machine has checked?

## Zero attracts everything within half the smallest nonzero modulus

Yes. Both halves come from comparing the spacing of the numbers with the threshold below which a real number may round to zero.

Let \(S\) be a set of reals that contains \(0\), \(t\) and \(-t\) for some \(t > 0\), and whose nonzero elements all have modulus at least \(t\). Then zero is a nearest element of \(S\) to \(d\) exactly when \(|d| \le t/2\).

- Suppose that zero is nearest. Then \(|d| \le |d-t|\) and \(|d| \le |d+t|\). If \(d > t/2\), both \(d-t\) and \(t-d\) are smaller than \(d\), so \(|d-t| < |d|\), which is a contradiction. The case \(d < -t/2\) is excluded in the same way by \(-t\).
- Suppose that \(|d| \le t/2\). For every nonzero \(g \in S\),
\[
|d-g| \ge |g|-|d| \ge t - \tfrac t2 = \tfrac t2 \ge |d| ,
\]
so no element is closer to \(d\) than zero.

Write \(u = 2^{e_{\min}}\). Every element of \(F\) is an integer multiple of \(u\), because \(m\,2^e = (m\,2^{e-e_{\min}})\,u\) and \(e - e_{\min} \ge 0\). Two distinct elements are therefore distinct multiples of \(u\), and
\[
|x-y| \ge u \qquad (x, y \in F,\ x \ne y).
\]
With \(y = 0\) this shows that the nonzero elements of \(F\) have modulus at least \(u\). Since \(\pm u \in F\), the threshold for \(F\) is \(u/2\). In \(G\) the smallest nonzero modulus is \(N\), attained by \(\pm N\), so the threshold for \(G\) is \(N/2\).

**With subnormals.** If \(x \ne y\) in \(F\), then \(|x-y| \ge u > u/2\), and zero is not a nearest element to \(x-y\).

**Without subnormals.** Take \(x = N+u\) and \(y = N\). Since \(N = 2^{p-1}u\), we have \(x = (2^{p-1}+1)\,u\), and \(2^{p-1}+1 < 2^p\) because \(p \ge 2\). Both numbers have modulus at least \(N\), so they lie in \(G\). Their difference is \(u\), and \(2u \le 2^{p-1}u = N\) gives \(u \le N/2\). Zero is therefore a nearest element of \(G\) to \(x-y\).

For \(p = 2\) this is a tie, since \(u\) lies midway between \(0\) and \(N = 2u\). For \(p \ge 3\) we have \(N \ge 4u\), and every nonzero \(g \in G\) satisfies \(|u-g| \ge |g|-u \ge 3u > u\). Zero is then the only nearest element, whatever the tie-breaking rule. For \(p = 1\) we have \(N = u\), so nothing is removed and \(G = F\).

## The Lean file

```lean
import Mathlib

namespace GradualUnderflow

noncomputable section

/-- Floating-point numbers with gradual underflow: all `m * 2^e` with `|m| < 2^p` and
`e ≥ emin`. -/
def gradual (p : ℕ) (emin : ℤ) : Set ℝ :=
  {x | ∃ m e : ℤ, |m| < 2 ^ p ∧ emin ≤ e ∧ x = (m : ℝ) * (2 : ℝ) ^ e}

/-- The threshold `2^(emin+p-1)` below which nonzero numbers are subnormal. -/
def minNormal (p : ℕ) (emin : ℤ) : ℝ := (2 : ℝ) ^ (emin + (p : ℤ) - 1)

/-- The number system without subnormals: zero and the floating-point numbers of modulus at
least `minNormal`. -/
def flushed (p : ℕ) (emin : ℤ) : Set ℝ :=
  {x | x ∈ gradual p emin ∧ (x = 0 ∨ minNormal p emin ≤ |x|)}

/-- `s` is an element of `S` at minimal distance from the real number `d`; ties are allowed. -/
def IsNearest (S : Set ℝ) (d s : ℝ) : Prop :=
  s ∈ S ∧ ∀ g ∈ S, |d - s| ≤ |d - g|

/-- If a set of reals contains zero and its smallest nonzero modulus is `t > 0`, attained with both
signs, then zero is a nearest element to `d` exactly when `|d| ≤ t / 2`. -/
theorem zero_nearest_iff {S : Set ℝ} {t : ℝ} (ht : 0 < t) (h0 : (0 : ℝ) ∈ S)
    (hpos : t ∈ S) (hneg : -t ∈ S) (hgap : ∀ g ∈ S, g ≠ 0 → t ≤ |g|) (d : ℝ) :
    IsNearest S d 0 ↔ |d| ≤ t / 2 := by
  constructor
  · rintro ⟨_, h⟩
    -- compare zero with its two neighbours
    have h1 := h t hpos
    have h2 := h (-t) hneg
    rw [sub_zero] at h1 h2
    rw [sub_neg_eq_add] at h2
    rcases abs_cases d with ⟨a, a'⟩ | ⟨a, a'⟩ <;>
    rcases abs_cases (d - t) with ⟨b, b'⟩ | ⟨b, b'⟩ <;>
    rcases abs_cases (d + t) with ⟨c, c'⟩ | ⟨c, c'⟩ <;> linarith
  · intro hd
    refine ⟨h0, fun g hg => ?_⟩
    rw [sub_zero]
    by_cases hg0 : g = 0
    · rw [hg0, sub_zero]
    · have h1 := hgap g hg hg0
      rcases abs_cases d with ⟨a, a'⟩ | ⟨a, a'⟩ <;>
      rcases abs_cases g with ⟨b, b'⟩ | ⟨b, b'⟩ <;>
      rcases abs_cases (d - g) with ⟨c, c'⟩ | ⟨c, c'⟩ <;> linarith

lemma zero_mem (p : ℕ) (emin : ℤ) : (0 : ℝ) ∈ gradual p emin :=
  ⟨0, emin, by rw [abs_zero]; positivity, le_rfl, by simp⟩

lemma two_zpow_mem {p : ℕ} {emin e : ℤ} (hp : 1 ≤ p) (he : emin ≤ e) :
    (2 : ℝ) ^ e ∈ gradual p emin ∧ -(2 : ℝ) ^ e ∈ gradual p emin := by
  have h : (1 : ℤ) < 2 ^ p := one_lt_pow₀ (by norm_num) (by omega)
  exact ⟨⟨1, e, by rw [abs_one]; exact h, he, by simp⟩,
    ⟨-1, e, by rw [abs_neg, abs_one]; exact h, he, by simp⟩⟩

lemma exists_grid {p : ℕ} {emin : ℤ} {x : ℝ} (hx : x ∈ gradual p emin) :
    ∃ k : ℤ, x = (k : ℝ) * (2 : ℝ) ^ emin := by
  obtain ⟨m, e, _, he, rfl⟩ := hx
  obtain ⟨n, hn⟩ := Int.eq_ofNat_of_zero_le (sub_nonneg.2 he)
  have h : e = emin + (n : ℤ) := by omega
  refine ⟨m * 2 ^ n, ?_⟩
  rw [h, zpow_add₀ two_ne_zero, zpow_natCast]
  push_cast
  ring

/-- Two distinct floating-point numbers differ by at least `2^emin`. -/
theorem gap_le {p : ℕ} {emin : ℤ} {x y : ℝ} (hx : x ∈ gradual p emin)
    (hy : y ∈ gradual p emin) (hxy : x ≠ y) : (2 : ℝ) ^ emin ≤ |x - y| := by
  obtain ⟨k, rfl⟩ := exists_grid hx
  obtain ⟨l, rfl⟩ := exists_grid hy
  have hu : (0 : ℝ) < (2 : ℝ) ^ emin := by positivity
  have hkl : k - l ≠ 0 := by
    intro h
    apply hxy
    rw [sub_eq_zero.1 h]
  -- a nonzero integer has modulus at least one
  have h1 : (1 : ℝ) ≤ |(k : ℝ) - (l : ℝ)| := by exact_mod_cast Int.one_le_abs hkl
  rw [← sub_mul, abs_mul, abs_of_pos hu]
  exact le_mul_of_one_le_left hu.le h1

lemma minNormal_eq {p : ℕ} (hp : 1 ≤ p) (emin : ℤ) :
    minNormal p emin = (2 : ℝ) ^ (p - 1) * (2 : ℝ) ^ emin := by
  have h : emin + (p : ℤ) - 1 = ((p - 1 : ℕ) : ℤ) + emin := by omega
  rw [minNormal, h, zpow_add₀ two_ne_zero, zpow_natCast]

/-- With gradual underflow and `p ≥ 1`, zero is a nearest element to a real number `d` exactly when
`|d| ≤ 2^emin / 2`. -/
theorem gradual_zero_iff {p : ℕ} (hp : 1 ≤ p) (emin : ℤ) (d : ℝ) :
    IsNearest (gradual p emin) d 0 ↔ |d| ≤ (2 : ℝ) ^ emin / 2 := by
  obtain ⟨h1, h2⟩ := two_zpow_mem hp (le_refl emin)
  refine zero_nearest_iff (by positivity) (zero_mem p emin) h1 h2 (fun g hg hg0 => ?_) d
  have h := gap_le hg (zero_mem p emin) hg0
  rwa [sub_zero] at h

/-- Without subnormals and for `p ≥ 1`, zero is a nearest element to a real number `d` exactly when
`|d| ≤ 2^(emin+p-1) / 2`. -/
theorem flushed_zero_iff {p : ℕ} (hp : 1 ≤ p) (emin : ℤ) (d : ℝ) :
    IsNearest (flushed p emin) d 0 ↔ |d| ≤ minNormal p emin / 2 := by
  have hN : 0 < minNormal p emin := by unfold minNormal; positivity
  obtain ⟨h1, h2⟩ := two_zpow_mem (emin := emin) (e := emin + (p : ℤ) - 1) hp (by omega)
  have m0 : (0 : ℝ) ∈ flushed p emin := ⟨zero_mem p emin, Or.inl rfl⟩
  have m1 : minNormal p emin ∈ flushed p emin := ⟨h1, Or.inr (le_abs_self _)⟩
  have m2 : -minNormal p emin ∈ flushed p emin :=
    ⟨h2, Or.inr (by rw [abs_neg]; exact le_abs_self _)⟩
  exact zero_nearest_iff (S := flushed p emin) (t := minNormal p emin) hN m0 m1 m2
    (fun g hg hg0 => hg.2.resolve_left hg0) d

lemma pair_mem {p : ℕ} (hp : 2 ≤ p) (emin : ℤ) :
    minNormal p emin + (2 : ℝ) ^ emin ∈ flushed p emin ∧
      minNormal p emin ∈ flushed p emin := by
  have hu : (0 : ℝ) < (2 : ℝ) ^ emin := by positivity
  have h1 : (1 : ℤ) < 2 ^ (p - 1) := one_lt_pow₀ (by norm_num) (by omega)
  have h2 : (2 : ℤ) ^ p = 2 * 2 ^ (p - 1) := by
    rw [← pow_succ']
    congr 1
    omega
  refine ⟨⟨⟨2 ^ (p - 1) + 1, emin, ?_, le_rfl, ?_⟩, Or.inr ?_⟩,
    ⟨(two_zpow_mem (by omega) (by omega)).1, Or.inr (le_abs_self _)⟩⟩
  · rw [abs_of_pos (by linarith)]
    linarith
  · rw [minNormal_eq (by omega)]
    push_cast
    ring
  · exact le_trans (by linarith) (le_abs_self _)

/-- Let `p ≥ 2`. With gradual underflow zero is never a nearest element to the difference of two
distinct floating-point numbers; without subnormals it is one for some distinct pair. -/
theorem gradual_underflow {p : ℕ} (hp : 2 ≤ p) (emin : ℤ) :
    (∀ x ∈ gradual p emin, ∀ y ∈ gradual p emin, x ≠ y →
      ¬ IsNearest (gradual p emin) (x - y) 0) ∧
    ∃ x ∈ flushed p emin, ∃ y ∈ flushed p emin, x ≠ y ∧
      IsNearest (flushed p emin) (x - y) 0 := by
  have hu : (0 : ℝ) < (2 : ℝ) ^ emin := by positivity
  constructor
  · intro x hx y hy hxy h
    have h1 := (gradual_zero_iff (by omega) emin _).1 h
    have h2 := gap_le hx hy hxy
    linarith
  · -- the smallest normal number and its successor
    obtain ⟨hx, hy⟩ := pair_mem hp emin
    refine ⟨_, hx, _, hy, (lt_add_of_pos_right _ hu).ne', ?_⟩
    rw [flushed_zero_iff (by omega), add_sub_cancel_left, abs_of_pos hu,
      minNormal_eq (by omega)]
    have h : (2 : ℝ) ^ 1 ≤ 2 ^ (p - 1) := pow_le_pow_right₀ (by norm_num) (by omega)
    nlinarith

/-- With gradual underflow, a difference rounded to any nearest element is zero exactly when
the two operands are equal. -/
theorem rounded_sub_eq_zero_iff {p : ℕ} (hp : 1 ≤ p) {emin : ℤ} {x y s : ℝ}
    (hx : x ∈ gradual p emin) (hy : y ∈ gradual p emin)
    (hs : IsNearest (gradual p emin) (x - y) s) : s = 0 ↔ x = y := by
  constructor
  · rintro rfl
    by_contra hxy
    have h1 := (gradual_zero_iff hp emin _).1 hs
    have h2 := gap_le hx hy hxy
    have hu : (0 : ℝ) < (2 : ℝ) ^ emin := by positivity
    linarith
  · rintro rfl
    have h := hs.2 0 (zero_mem p emin)
    rw [sub_self, zero_sub, abs_neg, sub_zero, abs_zero] at h
    exact abs_nonpos_iff.1 h

/-- For `p ≥ 3` and without subnormals, some two distinct numbers have a difference whose only
nearest element is zero. -/
theorem flushed_forces_zero {p : ℕ} (hp : 3 ≤ p) (emin : ℤ) :
    ∃ x ∈ flushed p emin, ∃ y ∈ flushed p emin, x ≠ y ∧
      ∀ s, IsNearest (flushed p emin) (x - y) s ↔ s = 0 := by
  have hu : (0 : ℝ) < (2 : ℝ) ^ emin := by positivity
  obtain ⟨hx, hy⟩ := pair_mem (by omega : 2 ≤ p) emin
  have hN : 4 * (2 : ℝ) ^ emin ≤ minNormal p emin := by
    rw [minNormal_eq (by omega)]
    have h : (2 : ℝ) ^ 2 ≤ 2 ^ (p - 1) := pow_le_pow_right₀ (by norm_num) (by omega)
    nlinarith
  have hne : minNormal p emin + (2 : ℝ) ^ emin ≠ minNormal p emin := by
    intro h
    linarith
  refine ⟨_, hx, _, hy, hne, fun s => ?_⟩
  rw [add_sub_cancel_left]
  constructor
  · intro hs
    by_contra hs0
    -- a nonzero candidate is farther away than zero
    have h1 := hs.1.2.resolve_left hs0
    have h2 := hs.2 0 ⟨zero_mem p emin, Or.inl rfl⟩
    rw [sub_zero, abs_of_pos hu] at h2
    have h3 := abs_le.1 h2
    rcases abs_cases s with ⟨a, a'⟩ | ⟨a, a'⟩ <;> linarith [h3.1, h3.2]
  · rintro rfl
    rw [flushed_zero_iff (by omega), abs_of_pos hu]
    linarith

/-- For `p = 1` the number systems with and without removal of subnormals coincide. -/
theorem flushed_one (emin : ℤ) : flushed 1 emin = gradual 1 emin := by
  ext x
  refine ⟨fun h => h.1, fun h => ⟨h, ?_⟩⟩
  by_cases hx : x = 0
  · exact Or.inl hx
  · right
    have h1 := gap_le h (zero_mem 1 emin) hx
    rw [sub_zero] at h1
    rw [minNormal_eq le_rfl, Nat.sub_self, pow_zero, one_mul]
    exact h1

end

end GradualUnderflow
```

```lean
#print axioms GradualUnderflow.gradual_underflow
#print axioms GradualUnderflow.rounded_sub_eq_zero_iff
#print axioms GradualUnderflow.flushed_forces_zero
#print axioms GradualUnderflow.flushed_one
```

```
'GradualUnderflow.gradual_underflow' depends on axioms: [propext, Classical.choice, Quot.sound]
'GradualUnderflow.rounded_sub_eq_zero_iff' depends on axioms: [propext, Classical.choice, Quot.sound]
'GradualUnderflow.flushed_forces_zero' depends on axioms: [propext, Classical.choice, Quot.sound]
'GradualUnderflow.flushed_one' depends on axioms: [propext, Classical.choice, Quot.sound]
```

## What the theorems say about floating-point arithmetic

`gradual p emin` is \(F\), `flushed p emin` is \(G\), and `minNormal p emin` is \(N\). All three live in the real numbers, so a floating-point number is identified with its value and `x - y` is the exact difference before rounding. The significand `m` is an integer, which makes `emin` the exponent of the smallest positive number \(u\), and not that of the smallest normal number, as in some other conventions.

`IsNearest S d s` says that `s` belongs to `S` and that no element of `S` is closer to `d`. It is a relation and not a rounding function, so a statement that zero is not nearest holds for every tie-breaking rule.

The main theorem, `gradual_underflow`, assumes `2 ≤ p` and places no condition on `emin`. Its first part says that zero is not a nearest element of \(F\) to `x - y` for any distinct `x`, `y` in \(F\). Its second part says that \(G\) contains a distinct pair for which zero is a nearest element of \(G\) to the difference.

Three further theorems complete the picture:

- `rounded_sub_eq_zero_iff` takes any nearest element `s` of \(F\) to `x - y` and states that `s = 0` exactly when `x = y`. It needs only `1 ≤ p`.
- `flushed_forces_zero` states that for `3 ≤ p` some distinct pair in \(G\) has zero as the only nearest element to its difference.
- `flushed_one` states that the two sets coincide for `p = 1`.

For a particle simulation, this means that two unequal stored coordinates have a nonzero computed difference, provided that the subtraction rounds to nearest in the same binary format as the coordinates, with subnormals, and does not overflow. The model itself has no upper exponent limit. The theorems do not cover later operations: the square of that difference may still underflow, and its reciprocal may overflow in a real format. Infinities, NaNs and signed zeros are absent from the model.

The set \(G\) also differs from hardware that flushes subnormal results. For \(p \ge 3\) the number \(3N/4\) is subnormal. Rounding to nearest in \(G\) sends it to \(N\), whereas such hardware returns zero when it is the exact result.

## How the proof follows the argument

`zero_nearest_iff` is the threshold statement for a general set \(S\). In the forward direction it compares zero with `t` and `-t`; in the backward direction it compares zero with an arbitrary `g`. In place of the triangle inequality, `abs_cases` splits each absolute value by sign, and `linarith` settles the resulting linear inequalities.

`exists_grid` writes an element of \(F\) as an integer multiple of \(u\), using a natural number `n` with \(e = e_{\min} + n\). `gap_le` then subtracts two such multiples. The integer `k - l` is nonzero, so its modulus is at least one (`Int.one_le_abs`), and multiplying by \(u\) gives the minimal spacing.

`zero_mem` and `two_zpow_mem` supply the members \(0\) and \(\pm 2^e\). With them, `gradual_zero_iff` applies the threshold statement with \(t = u\), taking the lower bound on nonzero elements from `gap_le`. `flushed_zero_iff` applies it with \(t = N\), where that bound is part of the definition of \(G\).

`minNormal_eq` is the identity \(N = 2^{p-1}u\), and `pair_mem` uses it to show that \(N+u\) and \(N\) belong to \(G\). The significand bound there comes from \(2^p = 2\cdot 2^{p-1}\) and \(2^{p-1} > 1\).

In `gradual_underflow`, the first part sets \(|x-y| \le u/2\) against \(|x-y| \ge u\), and `linarith` finds the contradiction. The second part reduces to \(u \le 2^{p-1}u/2\), which `nlinarith` obtains from \(2 \le 2^{p-1}\) and \(u > 0\).

`rounded_sub_eq_zero_iff` repeats the first of these arguments for one direction. For the other, it compares `s` with zero when the exact difference is zero, which forces \(|s| \le 0\).

`flushed_forces_zero` uses the same pair together with \(4u \le N\). If a nonzero `s` were nearest to \(u\), comparison with zero would give \(|u-s| \le u\) and hence \(0 \le s \le 2u\), contradicting \(|s| \ge N\). `flushed_one` applies `gap_le` with second operand zero and uses \(N = u\).
